# Five or more distinct Lennard-Jones particles in three dimensions cannot put every pair at the well bottom

Q: If I only count pairs, I give five Lennard-Jones particles the energy $-10\varepsilon$: ten pairs, each at the bottom of a well of depth $\varepsilon$. No arrangement in space has that energy. I know the reason in outline, but I doubt that a formal statement captures it. What is the argument, in full?

A: It has a geometric half and an energetic half. For the geometry, take $n+1$ points $x_0,\dots,x_n$ in a Euclidean space of dimension $d$, with every two of them at the same distance $a>0$. Put $u_i=x_{i+1}-x_0$ for $i=0,\dots,n-1$. Each $u_i$ has length $a$, and $u_i-u_j$ has length $a$ when $i\neq j$. Hence

$$u_i\cdot u_j=\tfrac12\left(|u_i|^2+|u_j|^2-|u_i-u_j|^2\right)=\frac{a^2}{2}(1+\delta_{ij}).$$

Suppose $\sum_i c_iu_i=0$, and write $S=\sum_i c_i$. The inner product with $u_j$ gives $\frac{a^2}{2}(S+c_j)=0$, so $c_j=-S$ for every $j$. Summing over $j$ gives $S=-nS$, that is $(n+1)S=0$. So $S=0$, and every $c_j$ vanishes. The $n$ vectors are linearly independent, which forces $n\le d$. In three dimensions at most four points can be equidistant.

Q: And the energy?

A: At separation $r>0$ the pair potential is $V(r)=4\varepsilon\left[(\sigma/r)^{12}-(\sigma/r)^6\right]$, where $\sigma>0$ is the separation at which it crosses zero. Completing the square gives

$$V(r)+\varepsilon=\varepsilon\,\frac{r^{12}-4\sigma^6r^6+4\sigma^{12}}{r^{12}}=\varepsilon\,\frac{(r^6-2\sigma^6)^2}{r^{12}}.$$

For $\varepsilon>0$ this is never negative, and it vanishes only at $r=2^{1/6}\sigma$. Among $N\ge d+2$ particles some pair misses that separation, so it lies strictly above $-\varepsilon$, while no other pair lies below. Adding up the $N(N-1)/2$ pairs gives

$$E>-\varepsilon\,\frac{N(N-1)}{2}.$$

Q: Now the formal version. What are the particles, and what is the energy?

A: The potential comes first, with real parameters.

In Lean 4 with Mathlib:

```lean
import Mathlib

open Finset

namespace LennardJonesFrustration

noncomputable section

/-- The Lennard-Jones pair potential with well depth `ε` and length `σ`, for separations `r ≠ 0`. -/
def lj (ε σ r : ℝ) : ℝ := 4 * ε * ((σ / r) ^ 12 - (σ / r) ^ 6)
```

The $r^{-6}$ term stands for the dispersion attraction, and the $r^{-12}$ term is a model of the short-range repulsion. The optimal separation has its own name.

```lean
/-- The separation `2^(1/6) σ`. -/
def rMin (σ : ℝ) : ℝ := (2 : ℝ) ^ (1 / 6 : ℝ) * σ
```

A configuration is an `x : Fin N ↪ V`: $N$ labelled points of the space `V`, with the arrow `↪` saying that different labels have different positions.

```lean
/-- The Lennard-Jones energy of `N` distinct particles: half the sum over ordered pairs. -/
def energy {V : Type*} [MetricSpace V] {N : ℕ} (ε σ : ℝ) (x : Fin N ↪ V) : ℝ :=
  1 / 2 * ∑ i, ∑ j ∈ univ.erase i, lj ε σ (dist (x i) (x j))
```

Q: So two particles on top of each other are excluded by the type, and you never evaluate the potential at $r=0$.

A: Yes. The inner sum runs over `univ.erase i`, all labels except $i$, so there is no self-interaction either. Each pair appears twice, and the factor $1/2$ corrects for that.

Q: What exactly is claimed about this energy?

A: `energy_gt_three_dim` says that for every $N\ge5$, all $\varepsilon,\sigma>0$ and every configuration in `EuclideanSpace ℝ (Fin 3)`, the energy is strictly greater than $-\varepsilon N(N-1)/2$. The pair count there is computed in real numbers, so no integer division is involved. The general version, `energy_gt`, replaces 5 by $d+2$, where $d$ is `Module.finrank ℝ V`, the dimension of a finite-dimensional real inner product space.

Q: Does that give me a gap between the ground state and the pair-counting value?

A: No. The inequality holds for each configuration separately and comes without a margin, so by itself it doesn't keep the infimum over all configurations away from the bound. It also concerns classical potential energy only: no kinetic or zero-point energy, no many-body terms, no cutoff, and no periodic images, whose minimum-image distances are not the distances of a Euclidean space.

Q: Then what use is it to someone who runs simulations?

A: It gives a modest check. For an isolated cluster with the full, pairwise additive Lennard-Jones potential, a reported five-particle energy of $-10\varepsilon$ or lower points to an error, such as counting every pair twice.

Q: Show me the proof, starting with the potential.

A: The first lemma turns the real power $2^{1/6}$ into the usable relation $r_{\min}^6=2\sigma^6$, with $r_{\min}=2^{1/6}\sigma$.

```lean
/-- The sixth power of `rMin σ` is `2 σ^6`. -/
theorem rMin_pow (σ : ℝ) : rMin σ ^ 6 = 2 * σ ^ 6 := by
  have h : ((2 : ℝ) ^ (1 / 6 : ℝ)) ^ 6 = 2 := by
    rw [← Real.rpow_natCast, ← Real.rpow_mul (by norm_num)]
    norm_num
  rw [rMin, mul_pow, h]
```

The second is the completed square. `field_simp` clears the denominators, and `ring` confirms the polynomial identity.

```lean
/-- Completing the square: the height of the pair potential above `-ε` at separation `r ≠ 0`. -/
theorem lj_add_depth (ε σ : ℝ) {r : ℝ} (hr : r ≠ 0) :
    lj ε σ r + ε = ε * (r ^ 6 - 2 * σ ^ 6) ^ 2 / r ^ 12 := by
  rw [lj, div_pow, div_pow]
  field_simp
  ring
```

The third says when a pair sits exactly at the bottom. If $V(r)=-\varepsilon$, the square vanishes, so $r^6=r_{\min}^6$. Both numbers are nonnegative, and `pow_left_inj₀` removes the sixth powers. The converse substitutes $r^6=2\sigma^6$ into the square.

```lean
/-- For `ε, σ > 0`, a pair at separation `r > 0` has energy `-ε` exactly when
`r = 2^(1/6) σ`. -/
theorem lj_eq_iff {ε σ r : ℝ} (hε : 0 < ε) (hσ : 0 < σ) (hr : 0 < r) :
    lj ε σ r = -ε ↔ r = rMin σ := by
  have e := lj_add_depth ε σ hr.ne'
  constructor
  · intro h
    rw [h, neg_add_cancel] at e
    have e2 : ε * (r ^ 6 - 2 * σ ^ 6) ^ 2 = 0 :=
      (div_eq_zero_iff.mp e.symm).resolve_right (by positivity)
    have e3 : r ^ 6 - 2 * σ ^ 6 = 0 :=
      (pow_eq_zero_iff two_ne_zero).mp ((mul_eq_zero.mp e2).resolve_left hε.ne')
    have e4 : r ^ 6 = rMin σ ^ 6 := by
      rw [rMin_pow]
      linarith
    have hm : 0 ≤ rMin σ := by
      unfold rMin
      positivity
    exact (pow_left_inj₀ hr.le hm (by norm_num)).mp e4
  · intro h
    have h6 : r ^ 6 = 2 * σ ^ 6 := by rw [h, rMin_pow]
    have e0 : lj ε σ r + ε = 0 := by
      rw [e, h6]
      simp
    linarith
```

Q: And the linear algebra?

A: It follows the derivation line by line. The vector $u_i$ is `x i.succ - x 0`. The step `gram` computes the inner products from `norm_sub_sq_real`, the expansion of $|u_i-u_j|^2$, treating $i=j$ and $i\ne j$ separately. Then `hcj` is the relation $S+c_j=0$, and `hs` is $S=0$, obtained by summing over $j$. The last line compares the number of independent vectors with the dimension.

```lean
section Geometry

variable {V : Type*} [NormedAddCommGroup V] [InnerProductSpace ℝ V] [FiniteDimensional ℝ V]

/-- If `n + 1` points of a finite-dimensional Euclidean space are pairwise at the same positive
distance, then `n` is at most the dimension. -/
theorem equidistant_le_finrank {n : ℕ} (x : Fin (n + 1) → V) {a : ℝ} (ha : 0 < a)
    (h : ∀ i j, i ≠ j → dist (x i) (x j) = a) : n ≤ Module.finrank ℝ V := by
  -- Gram matrix of the difference vectors from the point `x 0`
  have gram : ∀ i j : Fin n, inner ℝ (x i.succ - x 0) (x j.succ - x 0)
      = a ^ 2 / 2 * (1 + if i = j then (1 : ℝ) else 0) := by
    intro i j
    have e := norm_sub_sq_real (x i.succ - x 0) (x j.succ - x 0)
    rw [sub_sub_sub_cancel_right] at e
    simp only [← dist_eq_norm] at e
    rw [h _ _ (Fin.succ_ne_zero i), h _ _ (Fin.succ_ne_zero j)] at e
    by_cases hij : i = j
    · subst hij
      rw [dist_self] at e
      rw [if_pos rfl]
      linarith
    · rw [h _ _ (fun hs => hij (Fin.succ_injective n hs))] at e
      rw [if_neg hij]
      linarith
  have li : LinearIndependent ℝ (fun i : Fin n => x i.succ - x 0) := by
    rw [Fintype.linearIndependent_iff]
    intro c hc
    -- project a vanishing combination on each difference vector
    have hcj : ∀ j, (∑ i, c i) + c j = 0 := by
      intro j
      have e : inner ℝ (∑ i, c i • (x i.succ - x 0)) (x j.succ - x 0) = 0 := by
        rw [hc, inner_zero_left]
      rw [sum_inner] at e
      simp only [real_inner_smul_left, gram] at e
      have hj : ∑ i, c i * (if i = j then (1 : ℝ) else 0) = c j := by simp
      have e' : a ^ 2 / 2 * ((∑ i, c i) + c j) = 0 := by
        rw [← e, ← hj, ← Finset.sum_add_distrib, Finset.mul_sum]
        apply Finset.sum_congr rfl
        intro i _
        ring
      exact (mul_eq_zero.mp e').resolve_left (by positivity)
    have hs : ∑ i, c i = 0 := by
      have e : ∑ j, ((∑ i, c i) + c j) = 0 := Finset.sum_eq_zero fun j _ => hcj j
      rw [Finset.sum_add_distrib, Finset.sum_const, Finset.card_univ, Fintype.card_fin,
        nsmul_eq_mul] at e
      have e2 : ((n : ℝ) + 1) * ∑ i, c i = 0 := by linear_combination e
      exact (mul_eq_zero.mp e2).resolve_left (by positivity)
    intro j
    linarith [hcj j]
  simpa using li.fintype_card_le_finrank
```

Q: You promised a pair that misses the optimal separation. Where does it come from?

A: From contradiction. If every pair had distance $a$, then writing $N=n+1$ would give $n\le d$, whereas $N\ge d+2$ means $n\ge d+1$.

```lean
/-- Geometric frustration: given at least `d + 2` points in `d` dimensions, for each prescribed
distance `a > 0` there is a pair whose distance is not `a`. -/
theorem exists_frustrated_pair {N : ℕ} (x : Fin N → V) (hN : Module.finrank ℝ V + 2 ≤ N)
    {a : ℝ} (ha : 0 < a) : ∃ i j, i ≠ j ∧ dist (x i) (x j) ≠ a := by
  by_contra hcon
  have h : ∀ i j, i ≠ j → dist (x i) (x j) = a := fun i j hij =>
    by_contra fun hne => hcon ⟨i, j, hij, hne⟩
  obtain ⟨n, rfl⟩ : ∃ n, N = n + 1 := ⟨N - 1, by omega⟩
  have := equidistant_le_finrank x ha h
  omega
```

Notice that the points here need not be distinct. A coincident pair has distance zero, and so it misses $a$ as well.

Q: What if I drop the condition $a>0$?

A: Then $a=0$ is allowed, and five copies of a single point are pairwise at distance $0$. The counter-example shows that $a\neq0$ is needed. For negative $a$ the claim would be trivially true.

Q: Now put the two halves together.

A: In the next proof `hle` says that no pair lies below $-\varepsilon$, which is the completed square again. Applied to the prescribed distance `rMin σ`, `exists_frustrated_pair` supplies a pair that misses this distance, and `hlt` places that pair strictly above $-\varepsilon$ by means of `lj_eq_iff`. `Finset.sum_lt_sum` is used twice, once for the inner sum and once for the outer one, to carry that single strict inequality into the double sum. Finally `count` evaluates the constant double sum as $-\varepsilon N(N-1)$, and the factor $1/2$ gives the bound.

```lean
/-- For `ε, σ > 0`, the Lennard-Jones energy of `N ≥ d + 2` distinct particles in `d` dimensions
is strictly greater than `-ε` times the number of pairs. -/
theorem energy_gt {N : ℕ} {ε σ : ℝ} (hε : 0 < ε) (hσ : 0 < σ) (x : Fin N ↪ V)
    (hN : Module.finrank ℝ V + 2 ≤ N) :
    -ε * (N * (N - 1) / 2) < energy ε σ x := by
  have hd : ∀ i j, i ≠ j → 0 < dist (x i) (x j) := fun i j h =>
    dist_pos.mpr (x.injective.ne h)
  -- no pair lies below the bottom of the well
  have hle : ∀ i, ∀ j ∈ univ.erase i, -ε ≤ lj ε σ (dist (x i) (x j)) := by
    intro i j hj
    have e := lj_add_depth ε σ (hd i j (Finset.ne_of_mem_erase hj).symm).ne'
    have h0 : 0 ≤ ε * (dist (x i) (x j) ^ 6 - 2 * σ ^ 6) ^ 2 / dist (x i) (x j) ^ 12 := by
      positivity
    linarith
  -- and a frustrated pair lies strictly above it
  have hm : 0 < rMin σ := by
    unfold rMin
    positivity
  obtain ⟨i, j, hij, hne⟩ := exists_frustrated_pair x hN hm
  have hj : j ∈ univ.erase i := Finset.mem_erase.mpr ⟨hij.symm, Finset.mem_univ j⟩
  have hlt : -ε < lj ε σ (dist (x i) (x j)) :=
    lt_of_le_of_ne (hle i j hj) fun h => hne ((lj_eq_iff hε hσ (hd i j hij)).mp h.symm)
  have key : ∑ i : Fin N, ∑ _j ∈ univ.erase i, (-ε)
      < ∑ i, ∑ j ∈ univ.erase i, lj ε σ (dist (x i) (x j)) :=
    Finset.sum_lt_sum (fun k _ => Finset.sum_le_sum (hle k))
      ⟨i, Finset.mem_univ i, Finset.sum_lt_sum (hle i) ⟨j, hj, hlt⟩⟩
  have count : ∑ i : Fin N, ∑ _j ∈ univ.erase i, (-ε) = -ε * (N * (N - 1)) := by
    have h1 : 1 ≤ N := by omega
    simp only [Finset.sum_const, Finset.card_erase_of_mem (Finset.mem_univ _),
      Finset.card_univ, Fintype.card_fin, nsmul_eq_mul]
    rw [Nat.cast_sub h1, Nat.cast_one]
    ring
  rw [count] at key
  unfold energy
  linarith

end Geometry
```

Q: That is for general $d$. I asked about ordinary space.

A: Both three-dimensional statements follow by inserting $d=3$. The first is the purely geometric one.

```lean
/-- No five points in three-dimensional space are pairwise at the same positive distance. -/
theorem no_five_equidistant (x : Fin 5 → EuclideanSpace ℝ (Fin 3)) {a : ℝ} (ha : 0 < a) :
    ¬ ∀ i j, i ≠ j → dist (x i) (x j) = a := by
  intro h
  obtain ⟨i, j, hij, hne⟩ := exists_frustrated_pair x (by simp) ha
  exact hne (h i j hij)
```

The second is the energy bound.

```lean
/-- For `ε, σ > 0`, the Lennard-Jones energy of `N ≥ 5` distinct particles in three-dimensional
space is strictly greater than `-ε N (N - 1) / 2`. -/
theorem energy_gt_three_dim {N : ℕ} (hN : 5 ≤ N) {ε σ : ℝ} (hε : 0 < ε) (hσ : 0 < σ)
    (x : Fin N ↪ EuclideanSpace ℝ (Fin 3)) :
    -ε * (N * (N - 1) / 2) < energy ε σ x :=
  energy_gt hε hσ x (by rw [finrank_euclideanSpace_fin]; exact hN)
```

Q: Is five really the threshold, or just where your argument happens to start working?

A: It is the threshold, because four particles can reach the pair-counting value. Take four alternating corners of a cube.

```lean
/-- Four alternating corners of a cube with side `2 |t|` centred at the origin. -/
def corner (t : ℝ) : Fin 4 → EuclideanSpace ℝ (Fin 3) :=
  ![!₂[t, t, t], !₂[t, -t, -t], !₂[-t, t, -t], !₂[-t, -t, t]]
```

For two different labels, one coordinate of the corners agrees and the other two differ by $2|t|$ each, so the squared distance is $4t^2+4t^2=8t^2$. The proof goes through all ordered pairs of labels with `fin_cases` and discards those with equal labels.

```lean
/-- Any two different corners have squared distance `8 t^2`. -/
theorem corner_dist_sq (t : ℝ) {i j : Fin 4} (hij : i ≠ j) :
    dist (corner t i) (corner t j) ^ 2 = 8 * t ^ 2 := by
  rw [EuclideanSpace.dist_eq, Real.sq_sqrt (by positivity)]
  simp only [Real.dist_eq, sq_abs, Fin.sum_univ_three]
  fin_cases i <;> fin_cases j <;>
    first
    | exact absurd rfl hij
    | (simp [corner]; all_goals ring)
```

For $t\ne0$ this squared distance is positive, so the corners are distinct and form a legitimate configuration.

```lean
/-- The regular tetrahedron on these corners, as a configuration of four distinct particles,
for `t ≠ 0`. -/
def tetrahedron (t : ℝ) (ht : t ≠ 0) : Fin 4 ↪ EuclideanSpace ℝ (Fin 3) where
  toFun := corner t
  inj' := by
    intro i j h
    by_contra hij
    have e := corner_dist_sq t hij
    rw [h, dist_self] at e
    have h2 : 0 < t ^ 2 := by positivity
    linarith
```

Q: And the edge length has to be the optimal one.

A: That is the hypothesis `hedge`, which reads $8t^2=r_{\min}^2$. For $\sigma>0$ you can satisfy it with $t=r_{\min}/(2\sqrt2)$. Cubing it gives $r^6=2\sigma^6$ for every edge $r$, so the completed square vanishes and each pair contributes $-\varepsilon$. Every particle has three partners, so the energy is $\frac12\cdot4\cdot3\cdot(-\varepsilon)=-6\varepsilon$.

```lean
/-- Four particles escape frustration: a regular tetrahedron whose squared edge `8 t^2`, with
`t ≠ 0`, equals `(rMin σ)^2` has Lennard-Jones energy `-6 ε`. -/
theorem tetrahedron_energy (ε σ : ℝ) {t : ℝ} (ht : t ≠ 0) (hedge : 8 * t ^ 2 = rMin σ ^ 2) :
    energy ε σ (tetrahedron t ht) = -6 * ε := by
  have hp : ∀ i, ∀ j ∈ univ.erase i,
      lj ε σ (dist (tetrahedron t ht i) (tetrahedron t ht j)) = -ε := by
    intro i j hj
    have hij : i ≠ j := (Finset.ne_of_mem_erase hj).symm
    have e : dist (tetrahedron t ht i) (tetrahedron t ht j) ^ 2 = 8 * t ^ 2 :=
      corner_dist_sq t hij
    have hd : dist (tetrahedron t ht i) (tetrahedron t ht j) ≠ 0 :=
      dist_ne_zero.mpr ((tetrahedron t ht).injective.ne hij)
    have h6 : dist (tetrahedron t ht i) (tetrahedron t ht j) ^ 6 = 2 * σ ^ 6 := by
      rw [← rMin_pow, pow_mul _ 2 3, pow_mul _ 2 3, e, hedge]
    have e0 : lj ε σ (dist (tetrahedron t ht i) (tetrahedron t ht j)) + ε = 0 := by
      rw [lj_add_depth ε σ hd, h6]
      simp
    linarith
  have c : ∀ i : Fin 4, (univ.erase i).card = 3 := by decide
  unfold energy
  rw [Finset.sum_congr rfl fun i _ => Finset.sum_congr rfl (hp i)]
  simp only [Finset.sum_const, c, Finset.card_univ, Fintype.card_fin, nsmul_eq_mul]
  push_cast
  ring

end

end LennardJonesFrustration
```

Q: So with $N=4$ the strict inequality would read $-6\varepsilon<-6\varepsilon$.

A: Which is false, and so the condition $N\ge5$ can't be weakened to $N\ge4$.

```lean
#print axioms LennardJonesFrustration.no_five_equidistant
#print axioms LennardJonesFrustration.energy_gt_three_dim
#print axioms LennardJonesFrustration.tetrahedron_energy
```

```
'LennardJonesFrustration.no_five_equidistant' depends on axioms: [propext, Classical.choice, Quot.sound]
'LennardJonesFrustration.energy_gt_three_dim' depends on axioms: [propext, Classical.choice, Quot.sound]
'LennardJonesFrustration.tetrahedron_energy' depends on axioms: [propext, Classical.choice, Quot.sound]
```
